# Fermi-surface area fixes resistivity times mean free path when the conductivity is isotropic and the mean free path uniform

## The mesh and its conductivity tensor

A Fermi surface is divided into finitely many patches, labelled by \(i\) in a finite type `ι`. Patch \(i\) has area \(A_i\) in wave-vector space, relaxation time \(\tau_i\) and velocity \(v_i\in\mathbb R^d\), with Euclidean norm \(\|v_i\|\). All quantities are real numbers without attached units.

```lean
import Mathlib

open Matrix

namespace ResistivityMeanFreePath

noncomputable section

variable {ι : Type*} [Fintype ι] {d : ℕ}
```

In the relaxation-time approximation for a degenerate electron gas, where the temperature is low enough that only states at the Fermi energy contribute, the static conductivity tensor without magnetic field is represented on the mesh by the components

\[
\sigma_{ab}=C\sum_i \frac{A_i\,\tau_i\,v_{i,a}v_{i,b}}{\|v_i\|},
\qquad a,b\in\{1,\dots,d\}.
\]

The constant \(C\) collects the squared charge, the spin degeneracy, the density of states in wave-vector space and a factor \(1/\hbar\), with \(\hbar\) the reduced Planck constant. The factor \(1/\|v_i\|\), like the \(1/\hbar\), comes from reducing an integral over the volume of wave-vector space to one over the Fermi surface. In Lean the component \(v_{i,a}\) is `v i a`, and `Fin d` counts components from 0.

```lean
/-- The conductivity tensor `C ∑ A τ v vᵀ / ‖v‖` of a Fermi-surface mesh with patch areas `A`,
relaxation times `τ` and velocities `v`. -/
def conductivity (C : ℝ) (A τ : ι → ℝ) (v : ι → EuclideanSpace ℝ (Fin d)) :
    Matrix (Fin d) (Fin d) ℝ :=
  Matrix.of fun a b => C * ∑ i, A i * τ i * (v i a * v i b) / ‖v i‖
```

For free electrons with two spin states and Fermi wave number \(k\), the density is the volume of the Fermi sphere times \(2/(2\pi)^3\):

\[
n=\frac{2}{(2\pi)^3}\cdot\frac{4\pi k^3}{3}=\frac{k^3}{3\pi^2}.
\]

```lean
/-- The electron density `k³ / (3π²)` of a free-electron gas with Fermi wave number `k`. -/
def electronDensity (k : ℝ) : ℝ := k ^ 3 / (3 * Real.pi ^ 2)
```

The areas and velocities are independent data: nothing requires the patches to close into a surface or the velocities to be normal to it. The sum is taken as given, and its convergence to a surface integral is not treated.

## The trace counts mean free paths

Since \(\sum_a v_{i,a}^2=\|v_i\|^2\), exchanging the two sums gives

\[
\operatorname{tr}\sigma
=C\sum_i\frac{A_i\tau_i}{\|v_i\|}\sum_a v_{i,a}^2
=C\sum_i A_i\,(\tau_i\|v_i\|).
\]

Neither isotropy nor a common mean free path is needed.

```lean
/-- The trace of the conductivity tensor is `C` times the area-weighted sum of the
mean free paths `τ ‖v‖`. -/
theorem trace_conductivity (C : ℝ) (A τ : ι → ℝ) (v : ι → EuclideanSpace ℝ (Fin d)) :
    (conductivity C A τ v).trace = C * ∑ i, A i * (τ i * ‖v i‖) := by
  simp only [Matrix.trace, Matrix.diag_apply, conductivity, Matrix.of_apply]
  rw [← Finset.mul_sum, Finset.sum_comm]
  congr 1
  apply Finset.sum_congr rfl
  intro i _
  -- the trace of the dyad `v vᵀ` is the squared speed
  have h : ∑ a, v i a * v i a = ‖v i‖ ^ 2 := by
    rw [EuclideanSpace.norm_sq_eq]
    exact Finset.sum_congr rfl (fun a _ => by rw [Real.norm_eq_abs, sq_abs, sq])
  rw [← Finset.sum_div, ← Finset.mul_sum, h]
  by_cases h0 : ‖v i‖ = 0
  · simp [h0]
  · field_simp
```

`Finset.sum_comm` exchanges the sums, and `h` is the trace of the dyad. The final case split covers a patch at rest, which contributes zero to both sides: on the left because Lean sets division by zero to zero, on the right because its speed is zero.

Now let every patch have the same mean free path, \(\tau_i\|v_i\|=l\), and let the tensor be isotropic, \(\sigma=s\,\mathbf 1\). Its trace is \(d\,s\), so

\[
d\,s=C\,l\sum_i A_i .
\]

```lean
/-- For a common mean free path `l` and an isotropic conductivity `s`, the dimension times `s`
equals `C l` times the total Fermi-surface area. -/
theorem isotropic_sum_rule {C l s : ℝ} {A τ : ι → ℝ} {v : ι → EuclideanSpace ℝ (Fin d)}
    (hl : ∀ i, τ i * ‖v i‖ = l) (hσ : conductivity C A τ v = s • 1) :
    (d : ℝ) * s = C * l * ∑ i, A i := by
  have h := trace_conductivity C A τ v
  rw [hσ, Matrix.trace_smul, Matrix.trace_one, Fintype.card_fin, smul_eq_mul] at h
  simp only [hl] at h
  rw [← Finset.sum_mul] at h
  linear_combination h
```

The hypothesis `hl` states the common mean free path, and `hσ` states isotropy as an equality of matrices.

## Resistivity times mean free path

Take at least one patch, with \(C\), \(l\) and every \(A_i\) positive. The right-hand side of the sum rule is then positive. If \(s\le 0\), the left-hand side would be at most zero, so \(s>0\). Dividing gives

\[
\frac{l}{s}=\frac{d}{C\sum_i A_i}.
\]

Nonzero velocities need no separate assumption, since \(\tau_i\|v_i\|=l>0\) already forces them.

```lean
/-- For at least one patch, positive `C` and areas, a common mean free path `l > 0` and an isotropic
conductivity `s` in `d` dimensions, `s` is positive and `l / s` equals `d` divided by `C` times the
total Fermi-surface area. -/
theorem meanFreePath_div_conductivity [Nonempty ι] {C l s : ℝ} {A τ : ι → ℝ}
    {v : ι → EuclideanSpace ℝ (Fin d)} (hC : 0 < C) (hl0 : 0 < l) (hA : ∀ i, 0 < A i)
    (hl : ∀ i, τ i * ‖v i‖ = l) (hσ : conductivity C A τ v = s • 1) :
    0 < s ∧ l / s = d / (C * ∑ i, A i) := by
  have h := isotropic_sum_rule hl hσ
  have hS : 0 < ∑ i, A i := Finset.sum_pos (fun i _ => hA i) Finset.univ_nonempty
  have hpos : 0 < C * l * ∑ i, A i := mul_pos (mul_pos hC hl0) hS
  -- a nonpositive `s` would contradict the positive trace
  have hs : 0 < s := by
    by_contra hn
    have hn' : 0 ≤ -s := by linarith
    have hd : (0 : ℝ) ≤ d := Nat.cast_nonneg d
    nlinarith [mul_nonneg hd hn']
  refine ⟨hs, ?_⟩
  rw [div_eq_div_iff hs.ne' (mul_pos hC hS).ne']
  linear_combination -h
```

The argument by contradiction supplies `hs`; `div_eq_div_iff` then clears the denominators and leaves the sum rule.

In three dimensions the resistivity tensor is \(\rho=\sigma^{-1}=s^{-1}\mathbf 1\), and therefore

\[
l\,\rho=\frac{3}{C\sum_i A_i}\,\mathbf 1 .
\]

```lean
/-- In three dimensions, for at least one patch and positive `C` and areas, a common mean free path
`l > 0` times the resistivity tensor, the inverse of an isotropic conductivity tensor, is `3 / (C ∑
A)` times the identity. -/
theorem meanFreePath_smul_resistivity [Nonempty ι] {C l s : ℝ} {A τ : ι → ℝ}
    {v : ι → EuclideanSpace ℝ (Fin 3)} (hC : 0 < C) (hl0 : 0 < l) (hA : ∀ i, 0 < A i)
    (hl : ∀ i, τ i * ‖v i‖ = l) (hσ : conductivity C A τ v = s • 1) :
    l • (conductivity C A τ v)⁻¹ = (3 / (C * ∑ i, A i)) • 1 := by
  obtain ⟨hs, h⟩ := meanFreePath_div_conductivity hC hl0 hA hl hσ
  have h' : l / s = 3 / (C * ∑ i, A i) := by exact_mod_cast h
  have hinv : (s • (1 : Matrix (Fin 3) (Fin 3) ℝ))⁻¹ = s⁻¹ • 1 :=
    Matrix.inv_eq_right_inv (by simp [smul_smul, hs.ne'])
  rw [hσ, hinv, smul_smul, ← h', div_eq_mul_inv]
```

Within this finite-mesh model with a uniform mean free path and isotropic conductivity, an electronic-structure calculation of the Fermi-surface area is enough to obtain \(\rho l\), without a value for the relaxation time.

Isotropy matters. As an algebraic test, not a complete Fermi surface, take a single patch in three dimensions with its velocity along the first axis. Then \(\sigma=C A l\,\operatorname{diag}(1,0,0)\), and using \(\sigma_{11}\) in place of \(s\) gives \(l/\sigma_{11}=1/(CA)\), not \(3/(CA)\).

The trace argument also handles unequal mean free paths \(l_i=\tau_i\|v_i\|\), by a division not carried out in the code. If \(\sigma=s\,\mathbf 1\) with \(s>0\) and \(C\) and the areas are positive, the area-weighted mean \(\bar l=\sum_i A_i l_i/\sum_i A_i\) satisfies \(\bar l/s=d/(C\sum_i A_i)\).

## The free-electron sphere and the Drude formula

For spin-degenerate electrons of charge \(e\) in three dimensions, the constant is \(C=e^2/(4\pi^3\hbar)\). With total area \(4\pi k^2\), the sum rule in three dimensions gives

\[
s=\frac13\cdot\frac{e^2}{4\pi^3\hbar}\,l\cdot4\pi k^2
=\frac{e^2k^2l}{3\pi^2\hbar}
=\frac{n e^2 l}{\hbar k}.
\]

This is positive when \(e\ne0\) and \(\hbar,k,l>0\). Only the total area enters, so the individual areas need not be assumed positive.

```lean
/-- For `e ≠ 0` and positive `ħ` and `k`, with `C = e² / (4π³ħ)`, the total area `4πk²` of a Fermi
sphere and a common mean free path `l > 0`, an isotropic conductivity is positive and equals `n e² l
/ (ħ k)`, where `n = k³ / (3π²)`. -/
theorem freeElectron_conductivity {e ħ k l s : ℝ} {A τ : ι → ℝ}
    {v : ι → EuclideanSpace ℝ (Fin 3)} (he : e ≠ 0) (hħ : 0 < ħ) (hk : 0 < k) (hl0 : 0 < l)
    (hA : ∑ i, A i = 4 * Real.pi * k ^ 2) (hl : ∀ i, τ i * ‖v i‖ = l)
    (hσ : conductivity (e ^ 2 / (4 * Real.pi ^ 3 * ħ)) A τ v = s • 1) :
    0 < s ∧ s = electronDensity k * e ^ 2 * l / (ħ * k) := by
  have hpi : 0 < Real.pi := Real.pi_pos
  have h := isotropic_sum_rule hl hσ
  rw [hA] at h
  push_cast at h
  have hs : s = e ^ 2 / (4 * Real.pi ^ 3 * ħ) * l * (4 * Real.pi * k ^ 2) / 3 := by
    linarith
  constructor
  · rw [hs]
    positivity
  · rw [hs, electronDensity]
    field_simp
```

Here `ħ` is an arbitrary positive real number. The proof solves the sum rule for \(s\), then inserts the definition of the density and cancels common factors.

If every speed is \(\hbar k/m\), with \(m>0\) the electron mass, and every relaxation time is \(\tau_0>0\), then \(l=\tau_0\hbar k/m\), and

\[
s=\frac{n e^2}{\hbar k}\cdot\frac{\tau_0\hbar k}{m}
=\frac{n e^2\tau_0}{m}.
\]

```lean
/-- With `C = e² / (4π³ħ)`, total area `4πk²`, every speed equal to `ħk/m` and a uniform relaxation
time `τ`, all parameters positive except `e ≠ 0`, an isotropic conductivity takes the Drude form `n
e² τ / m`. -/
theorem drude_conductivity {e ħ k m τ₀ s : ℝ} {A : ι → ℝ}
    {v : ι → EuclideanSpace ℝ (Fin 3)} (he : e ≠ 0) (hħ : 0 < ħ) (hk : 0 < k) (hm : 0 < m)
    (hτ : 0 < τ₀) (hA : ∑ i, A i = 4 * Real.pi * k ^ 2) (hv : ∀ i, ‖v i‖ = ħ * k / m)
    (hσ : conductivity (e ^ 2 / (4 * Real.pi ^ 3 * ħ)) A (fun _ => τ₀) v = s • 1) :
    s = electronDensity k * e ^ 2 * τ₀ / m := by
  have hl0 : 0 < τ₀ * (ħ * k / m) := by positivity
  have h := (freeElectron_conductivity he hħ hk hl0 hA (fun i => by rw [hv i]) hσ).2
  rw [h]
  field_simp
```

The uniform relaxation time appears as the constant function `fun _ => τ₀`. Isotropy remains a hypothesis: equal speeds alone do not imply it.

## Six patches that give an isotropic tensor

Place one patch on each positive and negative coordinate axis, with velocities \(\pm u\,\hat e_q\), where \(q\) labels the axis and \(\hat e_q\) is its unit vector. In Lean a patch is a pair `p` of an axis `p.1` and a Boolean `p.2` for the sign.

```lean
/-- Six velocities of magnitude `|u|` along the positive and negative coordinate axes. -/
def axisVelocity (u : ℝ) (p : Fin 3 × Bool) : EuclideanSpace ℝ (Fin 3) :=
  WithLp.toLp 2 fun a => if a = p.1 then (if p.2 then u else -u) else 0
```

Let \(u>0\), and give every patch area \(a\) and relaxation time \(l/u\), so that each mean free path is \((l/u)\,u=l\). Writing \(i,j\) for tensor components, as the code does here, the off-diagonal entries vanish because each velocity has only one nonzero component. Two patches contribute to each diagonal entry:

\[
\sigma_{ii}=2C\,a\,\frac{l}{u}\,\frac{u^2}{u}=2Cal,
\qquad \sigma_{ij}=0\quad(i\ne j).
\]

For positive \(C\), \(a\) and \(l\), this mesh meets every hypothesis of the three-dimensional resistivity theorem. Its total area is \(6a\), and indeed \(l/(2Cal)=3/(6Ca)\).

```lean
/-- The six-patch mesh with axis velocities, equal areas `a` and relaxation time `l / u` has
mean free path `l` on every patch and the isotropic conductivity `2 C a l`. -/
theorem axisVelocity_witness (C a l : ℝ) {u : ℝ} (hu : 0 < u) :
    (∀ p, l / u * ‖axisVelocity u p‖ = l) ∧
      conductivity C (fun _ => a) (fun _ => l / u) (axisVelocity u) = (2 * C * a * l) • 1 := by
  have hn : ∀ p, ‖axisVelocity u p‖ = u := by
    rintro ⟨i, b⟩
    rw [EuclideanSpace.norm_eq]
    fin_cases i <;> cases b <;>
      simp [axisVelocity, Real.sqrt_sq_eq_abs, abs_of_pos hu]
  constructor
  · intro p
    rw [hn p]
    field_simp
  · -- opposite patches contribute equally, and only to the diagonal
    ext i j
    simp only [conductivity, Matrix.of_apply, hn]
    fin_cases i <;> fin_cases j <;>
      simp [axisVelocity, Fintype.sum_prod_type, Fin.sum_univ_three] <;>
      field_simp <;> ring

end

end ResistivityMeanFreePath
```

The proof first computes all six norms, then checks the nine matrix entries case by case with `fin_cases`.

```lean
#print axioms ResistivityMeanFreePath.meanFreePath_div_conductivity
-- 'ResistivityMeanFreePath.meanFreePath_div_conductivity' depends on axioms: [propext, Classical.choice, Quot.sound]
#print axioms ResistivityMeanFreePath.meanFreePath_smul_resistivity
-- 'ResistivityMeanFreePath.meanFreePath_smul_resistivity' depends on axioms: [propext, Classical.choice, Quot.sound]
#print axioms ResistivityMeanFreePath.drude_conductivity
-- 'ResistivityMeanFreePath.drude_conductivity' depends on axioms: [propext, Classical.choice, Quot.sound]
```
